# Equivalent isotropic displacement in a monoclinic cell, and the threefold constraint on a displacement tensor

To report one isotropic number $U_\mathrm{eq}$ for an atom in a monoclinic crystal, one combines its anisotropic components with the cell angle $\beta$. To refine an atom on a threefold axis, one first ties some components together; the relations are given here in hexagonal axes, with the threefold axis along $c$. Both rules are derived here for a single atom with a Gaussian (harmonic) Debye-Waller factor, as used in diffraction refinement and in comparing it with lattice-dynamics simulations.

Indices run over 0, 1, 2 as in Lean, so $U_{00}$ is the crystallographic $U_{11}$; the code comments use the crystallographic labels.

```lean
import Mathlib

open Matrix

namespace AnisotropicDisplacement

noncomputable section
```

The columns of the cell matrix $A$ are the Cartesian lattice vectors. The rows of $A^{-1}$ are the reciprocal vectors, without a factor $2\pi$, and $N_i$ denotes their lengths.

```lean
/-- Lengths of the reciprocal lattice vectors, which are the rows of the inverse cell matrix. -/
def recipLength (A : Matrix (Fin 3) (Fin 3) ℝ) (i : Fin 3) : ℝ :=
  Real.sqrt (∑ j, (A⁻¹ i j) ^ 2)
```

With $N=\mathrm{diag}(N_0,N_1,N_2)$, the tensor $U$ gives the mean-square displacement $NUN$ in fractional coordinates and $ANUNA^T$ in Cartesian ones.

```lean
/-- Mean-square displacement tensor in fractional coordinates, `N U N`. -/
def fracU (A U : Matrix (Fin 3) (Fin 3) ℝ) : Matrix (Fin 3) (Fin 3) ℝ :=
  diagonal (recipLength A) * U * diagonal (recipLength A)

/-- Mean-square displacement tensor in Cartesian coordinates, `A N U N Aᵀ`. -/
def cartesianU (A U : Matrix (Fin 3) (Fin 3) ℝ) : Matrix (Fin 3) (Fin 3) ℝ :=
  A * fracU A U * Aᵀ

/-- Equivalent isotropic displacement: one third of the Cartesian trace. -/
def uEq (A U : Matrix (Fin 3) (Fin 3) ℝ) : ℝ := (cartesianU A U).trace / 3
```

The monoclinic cell has edges $a,b,c$ and unique axis $b$. The matrix $W$, `threefold` in the code, acts on fractional coordinates in hexagonal axes.

```lean
/-- Monoclinic cell with unique axis `b`; the columns are the lattice vectors. -/
def monoclinicCell (a b c β : ℝ) : Matrix (Fin 3) (Fin 3) ℝ :=
  !![a, 0, c * Real.cos β; 0, b, 0; 0, 0, c * Real.sin β]

/-- Threefold rotation about the `c` axis in hexagonal fractional coordinates. -/
def threefold : Matrix (Fin 3) (Fin 3) ℝ := !![0, -1, 0; 1, -1, 0; 0, 0, 1]
```

For a reflection $h$, the amplitude factor is $\exp(-2\pi^2 h^TBh)$. Here $B$ is the fractional mean-square tensor, not the $8\pi^2U$ that shares its letter.

```lean
/-- Debye-Waller amplitude factor of the reflection `h` for the fractional
mean-square displacement tensor `B`. -/
def debyeWaller (B : Matrix (Fin 3) (Fin 3) ℝ) (h : Fin 3 → ℝ) : ℝ :=
  Real.exp (-(2 * Real.pi ^ 2 * (h ⬝ᵥ B *ᵥ h)))
```

## (a) Components of the fractional tensor

Express $(NUN)_{ij}$ through $U_{ij}$.

The left diagonal factor scales row $i$ and the right one scales column $j$, so $(NUN)_{ij}=N_iU_{ij}N_j$. After `fracU` is unfolded, the two remaining rewrites in the proof are these two scalings.

```lean
/-- Each fractional component is the component of `U` times two reciprocal lengths. -/
theorem fracU_apply (A U : Matrix (Fin 3) (Fin 3) ℝ) (i j : Fin 3) :
    fracU A U i j = recipLength A i * U i j * recipLength A j := by
  rw [fracU, Matrix.mul_diagonal, Matrix.diagonal_mul]
```

## (b) The trace as a contraction with the metric

Write $U_\mathrm{eq}$ for a general cell using the metric $A^TA$.

$$\mathrm{tr}(ANUNA^T)=\sum_{p,i,j}A_{pi}N_iU_{ij}N_jA_{pj}=\sum_{i,j}U_{ij}N_iN_j(A^TA)_{ij}.$$

Division by 3 gives $U_\mathrm{eq}$. Lean expands the sums with `simp only`, and `ring` matches the terms. Symmetry of $U$ is not needed.

```lean
/-- In any cell, the equivalent isotropic displacement is the contraction of `U` with
the reciprocal lengths and the metric tensor `Aᵀ A`, divided by three. -/
theorem uEq_eq_metric (A U : Matrix (Fin 3) (Fin 3) ℝ) :
    uEq A U = (∑ i, ∑ j, U i j *
      (recipLength A i * recipLength A j * (Aᵀ * A) i j)) / 3 := by
  simp only [uEq, cartesianU, Matrix.trace, Matrix.diag_apply, Matrix.mul_apply,
    Matrix.transpose_apply, fracU_apply, Fin.sum_univ_three]
  ring
```

## (c) Reciprocal lengths of the monoclinic cell

Find $N_i$ for $a,b,c>0$ and $\sin\beta>0$.

The inverse is

$$A^{-1}=\begin{pmatrix}1/a&0&-\cos\beta/(a\sin\beta)\\0&1/b&0\\0&0&1/(c\sin\beta)\end{pmatrix}.$$

The squared norm of the first row is

$$\frac1{a^2}\left(1+\frac{\cos^2\beta}{\sin^2\beta}\right)=\frac1{a^2\sin^2\beta}.$$

The other rows have one nonzero entry each. Hence $N=\mathrm{diag}\big(1/(a\sin\beta),\,1/b,\,1/(c\sin\beta)\big)$.

In the proof, `hinv` verifies the inverse by multiplication, `h0` is the first-row identity, and positivity selects the correct square root.

```lean
/-- The reciprocal lengths of a monoclinic cell. -/
theorem recipLength_monoclinic {a b c β : ℝ} (ha : 0 < a) (hb : 0 < b) (hc : 0 < c)
    (hs : 0 < Real.sin β) : recipLength (monoclinicCell a b c β) =
      ![1 / (a * Real.sin β), 1 / b, 1 / (c * Real.sin β)] := by
  have hinv : (monoclinicCell a b c β)⁻¹ =
      !![1 / a, 0, -Real.cos β / (a * Real.sin β); 0, 1 / b, 0;
        0, 0, 1 / (c * Real.sin β)] := by
    apply Matrix.inv_eq_right_inv
    ext i j
    fin_cases i <;> fin_cases j <;>
      simp [monoclinicCell, Matrix.mul_apply, Fin.sum_univ_three, -mul_eq_zero] <;>
      field_simp
    ring
  -- the first row is where the Pythagorean identity enters
  have h0 : (1 / a) ^ 2 + 0 ^ 2 + (-Real.cos β / (a * Real.sin β)) ^ 2
      = (1 / (a * Real.sin β)) ^ 2 := by
    field_simp
    nlinarith [Real.sin_sq_add_cos_sq β]
  have h1 : (0 : ℝ) ^ 2 + (1 / b) ^ 2 + 0 ^ 2 = (1 / b) ^ 2 := by ring
  have h2 : (0 : ℝ) ^ 2 + 0 ^ 2 + (1 / (c * Real.sin β)) ^ 2
      = (1 / (c * Real.sin β)) ^ 2 := by ring
  have p0 : 0 ≤ 1 / (a * Real.sin β) := by positivity
  have p1 : 0 ≤ 1 / b := by positivity
  have p2 : 0 ≤ 1 / (c * Real.sin β) := by positivity
  funext i
  rw [recipLength, hinv, Fin.sum_univ_three]
  fin_cases i
  · exact (congrArg Real.sqrt h0).trans (Real.sqrt_sq p0)
  · exact (congrArg Real.sqrt h1).trans (Real.sqrt_sq p1)
  · exact (congrArg Real.sqrt h2).trans (Real.sqrt_sq p2)
```

## (d) The monoclinic formula

Evaluate $U_\mathrm{eq}$ for symmetric $U$.

The nonzero metric entries are $a^2$, $b^2$, $c^2$ on the diagonal and $ac\cos\beta$ at positions 02 and 20. Multiplied by $N_iN_j$, they become $1/\sin^2\beta$, $1$, $1/\sin^2\beta$ and, twice, $\cos\beta/\sin^2\beta$. Since $U_{20}=U_{02}$,

$$U_\mathrm{eq}=\frac13\left[U_{11}+\frac{U_{00}+U_{22}+2U_{02}\cos\beta}{\sin^2\beta}\right].$$

Take $\beta=120^\circ$, $U_{00}=0.020$, $U_{11}=U_{22}=0.030$ and $U_{02}=0.005$ Å$^2$. The fraction is $(0.050-0.005)/0.75=0.060$, so $U_\mathrm{eq}=0.030$ Å$^2$; the plain mean of the diagonal would give $0.027$.

Lean computes the metric in `hG`, inserts (b) and (c), and clears denominators.

```lean
/-- Equivalent isotropic displacement of an atom in a monoclinic cell. -/
theorem uEq_monoclinic {a b c β : ℝ} (ha : 0 < a) (hb : 0 < b) (hc : 0 < c)
    (hs : 0 < Real.sin β) {U : Matrix (Fin 3) (Fin 3) ℝ} (hU : U.IsSymm) :
    uEq (monoclinicCell a b c β) U =
      (U 1 1 + (U 0 0 + U 2 2 + 2 * U 0 2 * Real.cos β) / Real.sin β ^ 2) / 3 := by
  have hG : (monoclinicCell a b c β)ᵀ * monoclinicCell a b c β =
      !![a ^ 2, 0, a * c * Real.cos β; 0, b ^ 2, 0; a * c * Real.cos β, 0, c ^ 2] := by
    ext i j
    fin_cases i <;> fin_cases j <;>
      simp [monoclinicCell, Matrix.mul_apply, Fin.sum_univ_three] <;>
      first
        | ring1
        | linear_combination c ^ 2 * Real.sin_sq_add_cos_sq β
  have h20 : U 2 0 = U 0 2 := hU.apply 0 2
  rw [uEq_eq_metric, recipLength_monoclinic ha hb hc hs, hG]
  simp [Fin.sum_univ_three, h20]
  field_simp
  ring
```

## (e) Tensors invariant under a threefold rotation

Find the symmetric $B$ with $WBW^T=B$, the condition for an atom on a threefold axis along $c$ in hexagonal axes.

The rotation sends $(u_0,u_1,u_2)$ to $(-u_1,u_0-u_1,u_2)$. Comparing entries 00, 01, 02 and 12 gives

$$B_{11}=B_{00},\quad B_{11}-B_{01}=B_{01},\quad -B_{12}=B_{02},\quad B_{02}-B_{12}=B_{12}.$$

The last two give $3B_{12}=0$, so $B_{02}=B_{12}=0$, while $B_{00}=B_{11}=2B_{01}$. Conversely, these values satisfy every entry, including 11: $B_{00}-2B_{01}+B_{11}=B_{11}$. The proof computes the rotated matrix in `hW` and solves the same equations with `linarith`. The theorem is about the fractional tensor $B=NUN$. In hexagonal axes $N_0=N_1$, so by (a) the same relations hold for the components of $U$; this last step is not formalised here.

The same comparison for a fourfold rotation, $(u_0,u_1,u_2)\mapsto(-u_1,u_0,u_2)$ in tetragonal axes, gives $B_{00}=B_{11}$ and $B_{01}=B_{02}=B_{12}=0$.

```lean
/-- A symmetric tensor is invariant under the threefold rotation exactly when
`B11 = B22 = 2 B12` and `B13 = B23 = 0`. -/
theorem threefold_invariant_iff {B : Matrix (Fin 3) (Fin 3) ℝ} (hB : B.IsSymm) :
    threefold * B * threefoldᵀ = B ↔
      B 0 0 = B 1 1 ∧ B 1 1 = 2 * B 0 1 ∧ B 0 2 = 0 ∧ B 1 2 = 0 := by
  have h10 : B 1 0 = B 0 1 := hB.apply 0 1
  have h20 : B 2 0 = B 0 2 := hB.apply 0 2
  have h21 : B 2 1 = B 1 2 := hB.apply 1 2
  have hW : threefold * B * threefoldᵀ =
      !![B 1 1, B 1 1 - B 1 0, -B 1 2;
        B 1 1 - B 0 1, B 0 0 - B 0 1 - B 1 0 + B 1 1, B 0 2 - B 1 2;
        -B 2 1, B 2 0 - B 2 1, B 2 2] := by
    ext i j
    simp only [Matrix.mul_apply, Matrix.transpose_apply, Fin.sum_univ_three]
    fin_cases i <;> fin_cases j <;> simp [threefold] <;> ring
  rw [hW]
  constructor
  · intro h
    have e00 : B 1 1 = B 0 0 := congrFun (congrFun h 0) 0
    have e01 : B 1 1 - B 1 0 = B 0 1 := congrFun (congrFun h 0) 1
    have e02 : -B 1 2 = B 0 2 := congrFun (congrFun h 0) 2
    have e12 : B 0 2 - B 1 2 = B 1 2 := congrFun (congrFun h 1) 2
    exact ⟨by linarith, by linarith, by linarith, by linarith⟩
  · rintro ⟨h1, h2, h3, h4⟩
    ext i j
    fin_cases i <;> fin_cases j <;> simp <;> linarith
```

## (f) The same constraint read from reflections

Show that, for symmetric $B$, invariance is equivalent to equal Debye-Waller factors at $(h,k,l)$ and $(k,-h-k,l)$ for all integers $h,k,l$; from here on $h$ is the first index, not the whole vector.

The exponential is injective, so equal factors mean equal values of

$$q=h^2B_{00}+k^2B_{11}+l^2B_{22}+2hkB_{01}+2hlB_{02}+2klB_{12}.$$

- $(1,0,0)$ gives $B_{00}=B_{11}$.
- $(0,1,0)$ gives $B_{00}=2B_{01}$.
- $(1,0,1)$ then gives $B_{02}=-B_{12}$.
- $(0,1,1)$ then gives $B_{02}=2B_{12}$, so both vanish.

Conversely, the constraints reduce $q$ to $2B_{01}(h^2+hk+k^2)+l^2B_{22}$, which the index change preserves. In Lean, `hq` expands $q$, and `e1` to `e4` are the four reflections. The statement concerns one atom's factor, not the intensities of a whole crystal.

```lean
/-- The tensor is threefold invariant exactly when the reflections `(h, k, l)` and
`(k, -h-k, l)` have equal Debye-Waller factors for all integer indices. -/
theorem debyeWaller_threefold_iff {B : Matrix (Fin 3) (Fin 3) ℝ} (hB : B.IsSymm) :
    (∀ h k l : ℤ, debyeWaller B ![(h : ℝ), (k : ℝ), (l : ℝ)] =
      debyeWaller B ![(k : ℝ), -(h : ℝ) - (k : ℝ), (l : ℝ)]) ↔
      threefold * B * threefoldᵀ = B := by
  have h10 : B 1 0 = B 0 1 := hB.apply 0 1
  have h20 : B 2 0 = B 0 2 := hB.apply 0 2
  have h21 : B 2 1 = B 1 2 := hB.apply 1 2
  have hq : ∀ x y z : ℝ, ![x, y, z] ⬝ᵥ B *ᵥ ![x, y, z] =
      x ^ 2 * B 0 0 + y ^ 2 * B 1 1 + z ^ 2 * B 2 2 +
        2 * x * y * B 0 1 + 2 * x * z * B 0 2 + 2 * y * z * B 1 2 := by
    intro x y z
    simp [dotProduct, Matrix.mulVec, Fin.sum_univ_three, h10, h20, h21]
    ring
  rw [threefold_invariant_iff hB]
  constructor
  · intro H
    have hp : 2 * Real.pi ^ 2 ≠ 0 := by positivity
    simp only [debyeWaller, Real.exp_eq_exp, neg_inj, hq] at H
    -- four reflections suffice to fix all the constraints
    have e1 := mul_left_cancel₀ hp (H 1 0 0)
    have e2 := mul_left_cancel₀ hp (H 0 1 0)
    have e3 := mul_left_cancel₀ hp (H 1 0 1)
    have e4 := mul_left_cancel₀ hp (H 0 1 1)
    push_cast at e1 e2 e3 e4
    exact ⟨by linarith, by linarith, by linarith, by linarith⟩
  · rintro ⟨h1, h2, h3, h4⟩ h k l
    simp only [debyeWaller, hq]
    rw [h1, h2, h3, h4]
    congr 1
    ring

end

end AnisotropicDisplacement
```

```lean
#print axioms AnisotropicDisplacement.uEq_monoclinic
#print axioms AnisotropicDisplacement.debyeWaller_threefold_iff
```

```
'AnisotropicDisplacement.uEq_monoclinic' depends on axioms: [propext, Classical.choice, Quot.sound]
'AnisotropicDisplacement.debyeWaller_threefold_iff' depends on axioms: [propext, Classical.choice, Quot.sound]
```
